# A spherical dot with $x_0<\pi$ has a BenDaniel–Duke s state exactly when $x_0\cot x_0<1-m_w/m_b$

Take a dot of radius $R$ with effective mass $m_w$ inside, $m_b$ in the barrier, and barrier height $V$, all positive. Set $\hbar=1$ and $x_0=R\sqrt{2m_wV}$. If $x_0<\pi$, a bound s state with energy $0<E<V$ exists if and only if

$$x_0\cot x_0<1-\frac{m_w}{m_b},$$

and its energy is then unique. In the single-band effective-mass model with a sharp interface, at which the envelope $\psi$ and $\psi'/m$ are taken to be continuous (the BenDaniel–Duke rule), this tells whether a small or shallow dot binds a carrier in an s state, which gives a numerical radial solver a definite threshold to reproduce.

## The envelope and its matching at the surface

```lean
import Mathlib

open Real Set

namespace SphericalDotBenDanielDuke

noncomputable section
```

The file loads Mathlib and opens the namespaces for real functions and sets. `Ioo 0 V` will mean the open interval $(0,V)$, and `Ioc 0 V` the interval $(0,V]$.

```lean
/-- The wave number `√(2 m E)` of a particle of mass `m` and kinetic energy `E`, with `ħ = 1`. -/
def waveNumber (m E : ℝ) : ℝ := √(2 * m * E)
```

This is $\sqrt{2mE}$. Two uses matter: $k=\sqrt{2m_wE}$ inside and $q=\sqrt{2m_b(V-E)}$ in the barrier. The number $x_0$ appears in Lean as `waveNumber mw V * R`.

```lean
/-- The s-wave envelope `sin (k r) / r` inside the dot. -/
def insideWave (k r : ℝ) : ℝ := Real.sin (k * r) / r
```

Inside, the envelope is $\sin(kr)/r$, the s wave that stays finite at the centre.

```lean
/-- The decaying s-wave envelope `exp (-q r) / r` in the barrier. -/
def outsideWave (q r : ℝ) : ℝ := Real.exp (-q * r) / r
```

Outside it is $e^{-qr}/r$, the s wave that decays. Both forms are taken as given; the file does not derive them from the radial Schrödinger equation.

```lean
/-- The s-state condition: the logarithmic derivatives of the envelope at the surface,
each divided by the local mass, agree. -/
def SStateCondition (R V mw mb E : ℝ) : Prop :=
  (waveNumber mw E * Real.cot (waveNumber mw E * R) - 1 / R) / mw
    = -(waveNumber mb (V - E) + 1 / R) / mb
```

In ordinary notation the condition reads

$$\frac{k\cot(kR)-1/R}{m_w}=-\frac{q+1/R}{m_b}.$$

A `Prop` is a statement, which may be true or false for given parameters.

```lean
/-- A bound s state at energy `E`: a nonzero envelope with `ψ` and `ψ'/m` continuous at `R`. -/
def IsBoundSState (R V mw mb E : ℝ) : Prop :=
  E ∈ Ioo 0 V ∧ ∃ A B : ℝ, (A ≠ 0 ∨ B ≠ 0) ∧
    A * insideWave (waveNumber mw E) R = B * outsideWave (waveNumber mb (V - E)) R ∧
    A * deriv (insideWave (waveNumber mw E)) R / mw
      = B * deriv (outsideWave (waveNumber mb (V - E))) R / mb
```

A bound s state at $E$ needs $0<E<V$ and amplitudes $A,B$, not both zero, for which $\psi$ and $\psi'/m$ are continuous at $R$. Continuity of $\psi'/m$ is the BenDaniel–Duke rule: together with continuity of $\psi$, it conserves the probability current across the change of mass. The amplitudes are unnormalised; requiring $4\pi\int|\psi|^2r^2\,dr=1$ would fix their common scale without changing the energy.

```lean
/-- The s-state condition brought to one side and made dimensionless. -/
def mismatch (R V mw mb E : ℝ) : ℝ :=
  waveNumber mw E * R * Real.cot (waveNumber mw E * R)
    + mw / mb * (1 + waveNumber mb (V - E) * R) - 1
```

This names the dimensionless function

$$F(E)=kR\cot(kR)+\frac{m_w}{m_b}(1+qR)-1.$$

## A mismatch that falls with energy

```lean
/-- The derivative of `x cot x` wherever `sin x` does not vanish. -/
theorem hasDerivAt_mul_cot {x : ℝ} (hs : Real.sin x ≠ 0) :
    HasDerivAt (fun y => y * Real.cot y)
      ((Real.sin x * Real.cos x - x) / Real.sin x ^ 2) x := by
  have h := (hasDerivAt_id' x).fun_mul
    ((Real.hasDerivAt_cos x).fun_div (Real.hasDerivAt_sin x) hs)
  have e : (fun y => y * Real.cot y) = fun y => y * (Real.cos y / Real.sin y) := by
    funext y
    rw [Real.cot_eq_cos_div_sin]
  rw [e]
  refine h.congr_deriv ?_
  have h1 : -Real.sin x * Real.sin x - Real.cos x * Real.cos x = -1 := by
    linear_combination -(Real.sin_sq_add_cos_sq x)
  rw [h1]
  field_simp
  ring
```

Where $\sin x\neq0$, the product and quotient rules give

$$\frac{d}{dx}(x\cot x)=\cot x-\frac{x}{\sin^2x}=\frac{\sin x\cos x-x}{\sin^2x}.$$

`HasDerivAt f f' x` says that $f$ is differentiable at $x$ with derivative $f'$. The proof writes the cotangent as $\cos/\sin$ and simplifies with $\sin^2x+\cos^2x=1$.

```lean
/-- The function `x cot x` is strictly decreasing on `(0, π)`. -/
theorem mul_cot_strictAntiOn : StrictAntiOn (fun y => y * Real.cot y) (Ioo 0 π) := by
  have hs : ∀ x ∈ Ioo 0 π, 0 < Real.sin x := fun x hx => Real.sin_pos_of_pos_of_lt_pi hx.1 hx.2
  refine strictAntiOn_of_deriv_neg (convex_Ioo 0 π)
    (fun x hx => (hasDerivAt_mul_cot (hs x hx).ne').continuousAt.continuousWithinAt) ?_
  intro x hx
  rw [interior_Ioo] at hx
  have hp := hs x hx
  rw [(hasDerivAt_mul_cot hp.ne').deriv]
  -- the sign comes from `sin x cos x ≤ sin x < x`
  refine div_neg_of_neg_of_pos ?_ (by positivity)
  nlinarith [Real.sin_lt hx.1, mul_le_mul_of_nonneg_left (Real.cos_le_one x) hp.le]
```

For $0<x<\pi$ we have $\sin x\cos x\le\sin x<x$, so the derivative is negative and $x\cot x$ is strictly decreasing. The final `nlinarith` combines these two inequalities.

```lean
variable {R V mw mb : ℝ}

/-- Below the barrier top the phase `k R` stays in `(0, π)` if it does so at the top. -/
theorem phase_mem (hR : 0 < R) (hw : 0 < mw) (hx : waveNumber mw V * R < π)
    {E : ℝ} (hE : E ∈ Ioc 0 V) : waveNumber mw E * R ∈ Ioo 0 π := by
  have h0 : 0 < E := hE.1
  refine ⟨mul_pos (Real.sqrt_pos.2 (by positivity)) hR, lt_of_le_of_lt ?_ hx⟩
  exact mul_le_mul_of_nonneg_right
    (Real.sqrt_le_sqrt (mul_le_mul_of_nonneg_left hE.2 (by positivity))) hR.le
```

If $0<E\le V$, then $0<kR\le x_0<\pi$. The hypothesis `hx` is $x_0<\pi$. Physically, it limits the well strength so that the phase $kR$ never reaches the first pole of the cotangent at positive argument.

```lean
/-- The s-state condition holds exactly at the zeros of the mismatch. -/
theorem condition_iff_mismatch (hR : 0 < R) (hw : 0 < mw) (hb : 0 < mb) (E : ℝ) :
    SStateCondition R V mw mb E ↔ mismatch R V mw mb E = 0 := by
  unfold SStateCondition mismatch
  generalize Real.cot (waveNumber mw E * R) = c
  generalize waveNumber mw E = k
  generalize waveNumber mb (V - E) = q
  have key : k * R * c + mw / mb * (1 + q * R) - 1
      = R * mw * ((k * c - 1 / R) / mw - -(q + 1 / R) / mb) := by
    field_simp
    ring
  rw [key, mul_eq_zero, sub_eq_zero]
  exact ⟨Or.inr, fun h => h.resolve_left (by positivity)⟩
```

Subtract the right side of the s-state condition from the left and multiply by $Rm_w$:

$$Rm_w\left[\frac{k\cot(kR)-1/R}{m_w}+\frac{q+1/R}{m_b}\right]=F(E).$$

Since $Rm_w>0$, the condition holds exactly when $F(E)=0$. The step `key` is this identity.

```lean
/-- For `x₀ = R √(2 mw V) < π` the mismatch decreases strictly with energy on `(0, V]`. -/
theorem mismatch_strictAntiOn (hR : 0 < R) (hw : 0 < mw) (hb : 0 < mb)
    (hx : waveNumber mw V * R < π) : StrictAntiOn (mismatch R V mw mb) (Ioc 0 V) := by
  intro E₁ h₁ E₂ h₂ h
  have h0 : 0 < E₁ := h₁.1
  have hk : waveNumber mw E₁ * R < waveNumber mw E₂ * R :=
    mul_lt_mul_of_pos_right (Real.sqrt_lt_sqrt (by positivity)
      (mul_lt_mul_of_pos_left h (by positivity))) hR
  have hq : waveNumber mb (V - E₂) ≤ waveNumber mb (V - E₁) :=
    Real.sqrt_le_sqrt (mul_le_mul_of_nonneg_left (by linarith) (by positivity))
  have hg : waveNumber mw E₂ * R * Real.cot (waveNumber mw E₂ * R)
      < waveNumber mw E₁ * R * Real.cot (waveNumber mw E₁ * R) :=
    mul_cot_strictAntiOn (phase_mem hR hw hx h₁) (phase_mem hR hw hx h₂) hk
  have hc : mw / mb * (1 + waveNumber mb (V - E₂) * R)
      ≤ mw / mb * (1 + waveNumber mb (V - E₁) * R) := by gcongr
  unfold mismatch
  linarith
```

Let $E_1<E_2$ in $(0,V]$. Then $kR$ is larger at $E_2$, so $kR\cot(kR)$ is strictly smaller. Meanwhile $q$ does not increase. Adding the two comparisons gives $F(E_2)<F(E_1)$.

## From the barrier top to a root

```lean
/-- For `x₀ = R √(2 mw V) < π` the s-state condition has a solution in `(0, V)` if and only if
`x₀ cot x₀ < 1 - mw / mb`. -/
theorem exists_condition_iff (hR : 0 < R) (hV : 0 < V) (hw : 0 < mw) (hb : 0 < mb)
    (hx : waveNumber mw V * R < π) :
    (∃ E ∈ Ioo 0 V, SStateCondition R V mw mb E) ↔
      waveNumber mw V * R * Real.cot (waveNumber mw V * R) < 1 - mw / mb := by
  have top : mismatch R V mw mb V
      = waveNumber mw V * R * Real.cot (waveNumber mw V * R) + mw / mb - 1 := by
    have h0 : waveNumber mb (V - V) = 0 := by simp [waveNumber]
    unfold mismatch
    rw [h0]
    ring
  constructor
  · rintro ⟨E, hE, h⟩
    rw [condition_iff_mismatch hR hw hb] at h
    have := mismatch_strictAntiOn hR hw hb hx ⟨hE.1, hE.2.le⟩ ⟨hV, le_rfl⟩ hE.2
    linarith
  · intro h
    -- an energy low enough for the mismatch to be positive
    obtain ⟨e, he, heV, h1, h2⟩ : ∃ e : ℝ, 0 < e ∧ e < V ∧
        e ≤ 1 / (mb * R ^ 2) ∧ e ≤ 1 / (mw * R ^ 2) :=
      ⟨min (V / 2) (min (1 / (mb * R ^ 2)) (1 / (mw * R ^ 2))),
        lt_min (by positivity) (lt_min (by positivity) (by positivity)),
        lt_of_le_of_lt (min_le_left _ _) (by linarith),
        (min_le_right _ _).trans (min_le_left _ _),
        (min_le_right _ _).trans (min_le_right _ _)⟩
    have pos : 0 < mismatch R V mw mb e := by
      have hp := phase_mem hR hw hx ⟨he, heV.le⟩
      have hsq : (waveNumber mw e * R) ^ 2 = 2 * (mw * R ^ 2 * e) := by
        unfold waveNumber
        rw [mul_pow, Real.sq_sqrt (by positivity)]
        ring
      have hq : 0 < waveNumber mb (V - e) :=
        Real.sqrt_pos.2 (mul_pos (by positivity) (by linarith))
      have b1 : mw * R ^ 2 * e ≤ mw / mb := by
        calc mw * R ^ 2 * e ≤ mw * R ^ 2 * (1 / (mb * R ^ 2)) :=
              mul_le_mul_of_nonneg_left h1 (by positivity)
          _ = mw / mb := by field_simp
      have b2 : mw * R ^ 2 * e ≤ 1 := by
        rw [le_div_iff₀ (by positivity)] at h2
        linarith
      have hr : 0 < mw / mb * (waveNumber mb (V - e) * R) := by positivity
      unfold mismatch
      generalize waveNumber mw e * R = x at hp hsq ⊢
      have hcos := Real.one_sub_sq_div_two_le_cos (x := x)
      have hc : 0 ≤ Real.cos x := by linarith
      have hcot : Real.cos x ≤ x * Real.cot x := by
        rw [Real.cot_eq_cos_div_sin, ← mul_div_assoc,
          le_div_iff₀ (Real.sin_pos_of_pos_of_lt_pi hp.1 hp.2)]
        linarith [mul_le_mul_of_nonneg_left (Real.sin_lt hp.1).le hc]
      linarith
    have cont : ContinuousOn (mismatch R V mw mb) (Icc e V) := by
      intro E hE
      have hp := phase_mem hR hw hx ⟨he.trans_le hE.1, hE.2⟩
      have hk : ContinuousAt (fun E => waveNumber mw E * R) E := by
        unfold waveNumber
        fun_prop
      have c1 : ContinuousAt
          (fun E => waveNumber mw E * R * Real.cot (waveNumber mw E * R)) E :=
        ContinuousAt.comp (g := fun y => y * Real.cot y) (f := fun E => waveNumber mw E * R)
          (hasDerivAt_mul_cot (Real.sin_pos_of_pos_of_lt_pi hp.1 hp.2).ne').continuousAt hk
      have c2 : ContinuousAt (fun E => mw / mb * (1 + waveNumber mb (V - E) * R)) E := by
        unfold waveNumber
        fun_prop
      exact ((c1.add c2).sub continuousAt_const).continuousWithinAt
    obtain ⟨E, hE, h0⟩ := intermediate_value_Ioo' heV.le cont ⟨by linarith, pos⟩
    exact ⟨E, ⟨he.trans hE.1, hE.2⟩, (condition_iff_mismatch hR hw hb E).2 h0⟩
```

At the barrier top $q=0$, hence

$$F(V)=x_0\cot x_0+\frac{m_w}{m_b}-1.$$

The stated inequality is therefore $F(V)<0$.

Suppose first that a solution $E<V$ exists. Monotonicity gives $F(V)<F(E)=0$, which is the inequality.

Conversely, suppose $F(V)<0$. Choose an energy $e$ with $0<e<V$, $e\le1/(m_bR^2)$ and $e\le1/(m_wR^2)$, and let $x=R\sqrt{2m_we}$. Then $x^2/2=m_wR^2e$ is at most $m_w/m_b$ and at most $1$. The second bound gives $\cos x\ge1-x^2/2\ge0$; with $\sin x<x$ it follows that $x\cot x\ge\cos x$. So, with $q$ taken at $e$,

$$F(e)\ge-\frac{x^2}{2}+\frac{m_w}{m_b}+\frac{m_w}{m_b}qR\ge\frac{m_w}{m_b}qR>0.$$

$F$ is continuous on $[e,V]$, positive at $e$ and negative at $V$, so it vanishes in between. In the code, `pos` is the estimate and `cont` is the continuity.

The existence half turns on `intermediate_value_Ioo'`. For a function continuous on $[a,b]$, it says that the open interval $(f(b),f(a))$ is contained in the image of $(a,b)$. The prime marks the version in which the value at the right end is the lower one. Lean treats this inclusion as a function: given a proof that $0$ lies in $(F(V),F(e))$, it returns an energy `E`, a proof `hE` that $e<E<V$, and a proof `h0` that $F(E)=0$. The open interval matters, because a root at $E=V$ would not be a bound state.

## From amplitudes to the cotangent

```lean
/-- For `x₀ < π`, there is a bound s state at energy `E` if and only if `E` lies in `(0, V)` and
satisfies the s-state condition. -/
theorem isBoundSState_iff (hR : 0 < R) (hw : 0 < mw)
    (hx : waveNumber mw V * R < π) (E : ℝ) :
    IsBoundSState R V mw mb E ↔ E ∈ Ioo 0 V ∧ SStateCondition R V mw mb E := by
  unfold IsBoundSState SStateCondition
  refine and_congr_right fun hE => ?_
  have hp := phase_mem hR hw hx ⟨hE.1, hE.2.le⟩
  have hs := (Real.sin_pos_of_pos_of_lt_pi hp.1 hp.2).ne'
  generalize waveNumber mw E = k at hs ⊢
  generalize waveNumber mb (V - E) = q
  -- each derivative is the wave times its logarithmic derivative
  have din : deriv (insideWave k) R = insideWave k R * (k * Real.cot (k * R) - 1 / R) := by
    have h1 : HasDerivAt (fun r => Real.sin (k * r)) (Real.cos (k * R) * k) R := by
      simpa using ((hasDerivAt_id' R).const_mul k).sin
    refine HasDerivAt.deriv ((h1.fun_div (hasDerivAt_id' R) hR.ne').congr_deriv ?_)
    unfold insideWave
    rw [Real.cot_eq_cos_div_sin]
    generalize Real.sin (k * R) = s at hs ⊢
    generalize Real.cos (k * R) = c
    field_simp
  have dout : deriv (outsideWave q) R = outsideWave q R * -(q + 1 / R) := by
    have h1 : HasDerivAt (fun r => Real.exp (-q * r)) (Real.exp (-q * R) * -q) R := by
      simpa using ((hasDerivAt_id' R).const_mul (-q)).exp
    refine HasDerivAt.deriv ((h1.fun_div (hasDerivAt_id' R) hR.ne').congr_deriv ?_)
    unfold outsideWave
    generalize Real.exp (-q * R) = s
    field_simp
    ring
  have ha : insideWave k R ≠ 0 := div_ne_zero hs hR.ne'
  have hb' : outsideWave q R ≠ 0 := div_ne_zero (Real.exp_pos _).ne' hR.ne'
  rw [din, dout]
  generalize insideWave k R = a at ha ⊢
  generalize outsideWave q R = b at hb' ⊢
  constructor
  · rintro ⟨A, B, hAB, h1, h2⟩
    have hA : A ≠ 0 := by
      rintro rfl
      rw [zero_mul] at h1
      exact hAB.elim (fun h => h rfl) fun h => mul_ne_zero h hb' h1.symm
    apply mul_left_cancel₀ (mul_ne_zero hA ha)
    rw [← mul_assoc, ← mul_assoc, ← h1] at h2
    rw [← mul_div_assoc, ← mul_div_assoc]
    exact h2
  · intro h
    refine ⟨b, a, Or.inl hb', mul_comm b a, ?_⟩
    linear_combination a * b * h
```

Write $a=\sin(kR)/R$ and $b=e^{-qR}/R$ for the two waves at the surface. Differentiation gives

$$a'=a\left(k\cot(kR)-\frac1R\right),\qquad b'=-b\left(q+\frac1R\right),$$

which are `din` and `dout`. Both $a$ and $b$ are nonzero, the first because $0<kR<\pi$.

If matching holds, then $Aa=Bb$. Were $A=0$, then $B=0$ too, which is excluded. Dividing the derivative equation by the common nonzero value $Aa=Bb$ leaves the s-state condition. Conversely, given the condition, the amplitudes $A=b$, $B=a$ satisfy both matching equations.

```lean
/-- A spherical dot with `x₀ = R √(2 mw V) < π` has a bound s state if and only if
`x₀ cot x₀ < 1 - mw / mb`. -/
theorem exists_boundSState_iff (hR : 0 < R) (hV : 0 < V) (hw : 0 < mw) (hb : 0 < mb)
    (hx : waveNumber mw V * R < π) :
    (∃ E, IsBoundSState R V mw mb E) ↔
      waveNumber mw V * R * Real.cot (waveNumber mw V * R) < 1 - mw / mb := by
  rw [← exists_condition_iff hR hV hw hb hx]
  exact exists_congr fun E => isBoundSState_iff hR hw hx E
```

This is the main statement, now about matched envelopes. It replaces each bound state by a solution of the s-state condition and applies the previous criterion.

```lean
/-- For `x₀ < π` any two bound s states have the same energy. -/
theorem boundSState_unique (hR : 0 < R) (hw : 0 < mw) (hb : 0 < mb)
    (hx : waveNumber mw V * R < π) {E₁ E₂ : ℝ}
    (h₁ : IsBoundSState R V mw mb E₁) (h₂ : IsBoundSState R V mw mb E₂) : E₁ = E₂ := by
  rw [isBoundSState_iff hR hw hx, condition_iff_mismatch hR hw hb] at h₁ h₂
  exact (mismatch_strictAntiOn hR hw hb hx).injOn ⟨h₁.1.1, h₁.1.2.le⟩
    ⟨h₂.1.1, h₂.1.2.le⟩ (h₁.2.trans h₂.2.symm)
```

Two bound-state energies are both zeros of $F$. A strictly decreasing function takes each value at most once, so $E_1=E_2$. The term `injOn` extracts this from the monotonicity.

```lean
/-- With equal masses and `x₀ < π`, a bound s state exists if and only if `x₀ > π / 2`. -/
theorem equal_mass_iff {m : ℝ} (hR : 0 < R) (hV : 0 < V) (hm : 0 < m)
    (hx : waveNumber m V * R < π) :
    (∃ E, IsBoundSState R V m m E) ↔ π / 2 < waveNumber m V * R := by
  rw [exists_boundSState_iff hR hV hm hm hx, div_self hm.ne', sub_self,
    Real.cot_eq_cos_div_sin]
  have hp := phase_mem hR hm hx ⟨hV, le_rfl⟩
  generalize waveNumber m V * R = x at hp ⊢
  have hs := Real.sin_pos_of_pos_of_lt_pi hp.1 hp.2
  constructor
  · intro h
    by_contra hn
    have hc : 0 ≤ Real.cos x :=
      Real.cos_nonneg_of_mem_Icc ⟨by linarith [hp.1, Real.pi_pos], not_lt.1 hn⟩
    exact absurd h (not_lt.2 (mul_nonneg hp.1.le (div_nonneg hc hs.le)))
  · intro h
    exact mul_neg_of_pos_of_neg hp.1 (div_neg_of_neg_of_pos
      (Real.cos_neg_of_pi_div_two_lt_of_lt h (by linarith [hp.2, Real.pi_pos])) hs)

end

end SphericalDotBenDanielDuke
```

For equal masses the criterion is $x_0\cot x_0<0$. On $(0,\pi)$ both $x_0$ and $\sin x_0$ are positive, so this means $\cos x_0<0$, or $x_0>\pi/2$. The two directions of the proof use the sign of the cosine on either side of $\pi/2$.

```lean
#print axioms SphericalDotBenDanielDuke.exists_boundSState_iff
#print axioms SphericalDotBenDanielDuke.boundSState_unique
#print axioms SphericalDotBenDanielDuke.equal_mass_iff
```

```
'SphericalDotBenDanielDuke.exists_boundSState_iff' depends on axioms: [propext, Classical.choice, Quot.sound]
'SphericalDotBenDanielDuke.boundSState_unique' depends on axioms: [propext, Classical.choice, Quot.sound]
'SphericalDotBenDanielDuke.equal_mass_iff' depends on axioms: [propext, Classical.choice, Quot.sound]
```

## Odd states of a one-dimensional well

The results concern s states only, with constant masses on each side and $x_0<\pi$; wells with larger $x_0$ are not treated.

The same argument, done by hand, settles the odd states of a one-dimensional well of half-width $R$. Their envelope is $\sin(kx)$ inside and proportional to $e^{-qx}$ for $x>R$, so the $1/R$ terms are absent and the function to study is

$$G(E)=kR\cot(kR)+\frac{m_w}{m_b}qR.$$

It is again strictly decreasing and positive at low energy, with $G(V)=x_0\cot x_0$. For $x_0<\pi$, an odd bound state thus exists exactly when $x_0>\pi/2$, whatever the barrier mass. In the spherical dot, the $1/R$ terms bring the mass ratio into the threshold.
